# The minimum over x of a x²/2 + b x⁴/4, with b > 0, has a jump in its second derivative at a = 0

For fixed b > 0 and real a, let

E(x) = a x²/2 + b x⁴/4,  m(a) = min over real x of E(x).

The curvature E″ at a minimiser is a for a ≥ 0 and −2a for a < 0. The function m is continuously differentiable, but m″ is 0 for a > 0 and −1/(2b) for a < 0, and it does not exist at a = 0.

When a bond is stretched, a restricted Kohn-Sham solution can become unstable towards a spin-polarised one. Here x is the amplitude of the symmetry breaking, E the energy relative to the symmetric solution, and a the curvature at that solution, negative once it is unstable. The condition b > 0 means that the quartic term halts the distortion at a finite amplitude. In this one-coordinate model, the unrestricted energy, as a function of a, leaves the restricted one with equal slope but different curvature. The same holds as a function of bond length if a passes through zero there with non-zero slope. 

## Amplitude, curvature and slope

Write s = max(−a, 0) and choose x with b x² = s. For any y, put u = b y². Then

4b [E(y) − E(x)] = 2a(u − s) + u² − s² = (u − s)² + 2(u − s)(a + s).

Either s = 0 or s = −a, so s(a + s) = 0. Also a + s ≥ 0 and u ≥ 0. Hence

4b [E(y) − E(x)] = (u − s)² + 2u(a + s) ≥ (u − s)².

So x is a minimiser. If y is one too, the left side is at most zero, which forces u = s. The minimisers are therefore exactly the points with b x² = s, and x = 0 is among them exactly when a ≥ 0.

At a minimiser,

E″(x) = a + 3b x² = a + 3s,

which is a for a ≥ 0 and −2a for a < 0. Since as = −s²,

4b m(a) = 2as + s² = −s²,  so m(a) = −s²/(4b).

To differentiate s², consider the remainder

R = max(−t, 0)² − s² + 2s(t − a).

- For a, t ≥ 0, R = 0.
- For a, t ≤ 0, R = (t − a)².
- For t ≤ 0 ≤ a, R = t² ≤ (t − a)².
- For a ≤ 0 ≤ t, R = a² − 2at ≤ (t − a)².

Thus 0 ≤ R ≤ (t − a)², the derivative of s² is −2s, and

m′(a) = s/(2b) = x²/2.

This is continuous in a, with slope 0 for a > 0 and −1/(2b) for a < 0. At zero, use |a| = 4b m′(a) + a: if m′ were differentiable there, |a| would be too.

## The energy curve and its infimum

In Lean 4 with Mathlib:

```lean
import Mathlib

open Set Filter Topology

namespace SymmetryBreaking

noncomputable section
```

The arguments come in the order b, a, x, so `energy b a` is a function of the amplitude alone.

```lean
/-- The energy `a x²/2 + b x⁴/4` along a symmetry-breaking coordinate `x`. -/
def energy (b a x : ℝ) : ℝ := a * x ^ 2 / 2 + b * x ^ 4 / 4
```

A minimiser is global: no real y has lower energy.

```lean
/-- The point `x` is a global minimiser of the energy. -/
def IsMinimiser (b a x : ℝ) : Prop := ∀ y, energy b a x ≤ energy b a y
```

The name `groundEnergy` denotes the infimum of this curve, not an eigenvalue of a Hamiltonian.

```lean
/-- The ground energy: the infimum of the energy over all real `x` (by Lean's convention, `0` if the
energy is unbounded below). -/
def groundEnergy (b a : ℝ) : ℝ := ⨅ x, energy b a x
```

## Which amplitudes minimise the energy

A square root supplies the amplitude.

```lean
/-- For `b > 0` there is a real amplitude `x` with `b x² = max(-a, 0)`. -/
theorem exists_amplitude {b : ℝ} (hb : 0 < b) (a : ℝ) :
    ∃ x : ℝ, b * x ^ 2 = max (-a) 0 := by
  refine ⟨√(max (-a) 0 / b), ?_⟩
  rw [Real.sq_sqrt (div_nonneg (le_max_right _ _) hb.le)]
  field_simp
```

In the gap inequality, `h2` is s(a + s) = 0 and `h3` is u(a + s) ≥ 0; `nlinarith` combines them as above.

```lean
/-- For `b > 0` and `b x² = max(-a, 0)`, the energy of any `y` relative to that of `x`,
times `4b`, is at least `(b y² - b x²)²`. -/
theorem energy_gap {b a x : ℝ} (hb : 0 < b) (hx : b * x ^ 2 = max (-a) 0) (y : ℝ) :
    (b * y ^ 2 - b * x ^ 2) ^ 2 ≤ 4 * b * (energy b a y - energy b a x) := by
  have h1 : 0 ≤ a + b * x ^ 2 := by
    rw [hx]
    linarith [le_max_left (-a) 0]
  -- either `b x²` or `a + b x²` vanishes
  have h2 : (a + b * x ^ 2) * (b * x ^ 2) = 0 := by
    rw [hx]
    rcases le_total (-a) 0 with h | h
    · rw [max_eq_right h, mul_zero]
    · rw [max_eq_left h]
      ring
  have h3 : 0 ≤ b * y ^ 2 * (a + b * x ^ 2) := mul_nonneg (by positivity) h1
  unfold energy
  nlinarith [h2, h3]
```

The forward direction compares a given minimiser with the amplitude `s` just constructed (in the code, `s` is a point, not max(−a, 0)). The reverse direction reads off the sign of the gap.

```lean
/-- For `b > 0`, the minimisers are exactly the points with `b x² = max(-a, 0)`. -/
theorem isMinimiser_iff {b a x : ℝ} (hb : 0 < b) :
    IsMinimiser b a x ↔ b * x ^ 2 = max (-a) 0 := by
  constructor
  · intro h
    obtain ⟨s, hs⟩ := exists_amplitude hb a
    have h1 := energy_gap hb hs x
    have h2 : 4 * b * (energy b a x - energy b a s) ≤ 0 :=
      mul_nonpos_of_nonneg_of_nonpos (by positivity) (sub_nonpos.2 (h s))
    have h3 : (b * x ^ 2 - b * s ^ 2) ^ 2 = 0 := le_antisymm (h1.trans h2) (sq_nonneg _)
    have h4 : b * x ^ 2 - b * s ^ 2 = 0 := pow_eq_zero_iff (two_ne_zero) |>.1 h3
    linarith
  · intro hx y
    have h1 := (sq_nonneg _).trans (energy_gap hb hx y)
    have h2 : 0 ≤ energy b a y - energy b a x :=
      nonneg_of_mul_nonneg_right h1 (by positivity)
    linarith
```

Setting x = 0 gives the stability condition for the symmetric solution.

```lean
/-- For `b > 0`, the symmetric point `x = 0` is a minimiser exactly when `a ≥ 0`. -/
theorem symmetric_isMinimiser_iff {b a : ℝ} (hb : 0 < b) :
    IsMinimiser b a 0 ↔ 0 ≤ a := by
  rw [isMinimiser_iff hb]
  constructor
  · intro h
    have h1 := le_max_left (-a) 0
    rw [← h] at h1
    linarith
  · intro h
    rw [max_eq_right (by linarith)]
    ring
```

## Curvature at the minimum

The statement concerns the derivative of `deriv (energy b a)`, hence the actual second derivative. The proof computes the slope a y + b y³, differentiates again and inserts the amplitude.

```lean
/-- For `b > 0`, the second derivative of the energy at any minimiser is `a` if `a ≥ 0`
and `-2a` if `a < 0`. -/
theorem curvature_at_minimiser {b a x : ℝ} (hb : 0 < b) (hx : IsMinimiser b a x) :
    HasDerivAt (deriv (energy b a)) (if 0 ≤ a then a else -2 * a) x := by
  -- the slope of the energy curve
  have hslope : deriv (energy b a) = fun y => a * y + b * y ^ 3 := by
    funext y
    have h2 : HasDerivAt (fun z : ℝ => z ^ 2) (2 * y) y := by
      simpa using hasDerivAt_pow 2 y
    have h4 : HasDerivAt (fun z : ℝ => z ^ 4) (4 * y ^ 3) y := by
      simpa using hasDerivAt_pow 4 y
    have h : HasDerivAt (energy b a) (a * (2 * y) / 2 + b * (4 * y ^ 3) / 4) y :=
      ((h2.const_mul a).div_const 2).fun_add ((h4.const_mul b).div_const 4)
    rw [h.deriv]
    ring
  have h3 : HasDerivAt (fun z : ℝ => z ^ 3) (3 * x ^ 2) x := by
    simpa using hasDerivAt_pow 3 x
  rw [hslope]
  refine (((hasDerivAt_id' x).const_mul a).fun_add (h3.const_mul b)).congr_deriv ?_
  -- insert the amplitude of the minimiser
  have hx' := (isMinimiser_iff hb).1 hx
  split_ifs with h
  · rw [max_eq_right (by linarith)] at hx'
    linarith
  · have h' := not_le.1 h
    rw [max_eq_left (by linarith)] at hx'
    linarith
```

## The minimum value and its slope

`IsLeast` says that the infimum is an energy the curve takes. The closed form follows by substitution.

```lean
/-- For `b > 0`, the ground energy is attained and equals `-max(-a, 0)² / (4b)`. -/
theorem groundEnergy_eq {b : ℝ} (hb : 0 < b) (a : ℝ) :
    IsLeast (range (energy b a)) (groundEnergy b a) ∧
      groundEnergy b a = -(max (-a) 0) ^ 2 / (4 * b) := by
  obtain ⟨x, hx⟩ := exists_amplitude hb a
  have hmin : IsMinimiser b a x := (isMinimiser_iff hb).2 hx
  have hl : IsLeast (range (energy b a)) (energy b a x) :=
    ⟨⟨x, rfl⟩, by rintro _ ⟨y, rfl⟩; exact hmin y⟩
  have he : groundEnergy b a = energy b a x := hl.csInf_eq
  rw [he]
  refine ⟨hl, ?_⟩
  have h2 : (a + b * x ^ 2) * (b * x ^ 2) = 0 := by
    rw [hx]
    rcases le_total (-a) 0 with h | h
    · rw [max_eq_right h, mul_zero]
    · rw [max_eq_left h]
      ring
  rw [← hx, eq_div_iff (by positivity)]
  unfold energy
  linear_combination 2 * h2
```

The next theorem bears the Hellmann-Feynman name, but it involves no wavefunction: it equates the slope of a minimum value with ∂E/∂a = x²/2 at the minimiser.

The device to notice is `hasDerivAt_iff_isLittleO`, which turns a derivative claim into the claim that the remainder R is small compared with t − a. The four sign cases bound |R| by (t − a)², and `isLittleO_pow_sub_sub` says that this square is small enough. The point a = 0, where the formula for s changes, thus needs no separate treatment.

```lean
/-- For `b > 0`, the derivative of the ground energy with respect to `a` is `x²/2` at any minimiser
`x`. -/
theorem hellmann_feynman {b a x : ℝ} (hb : 0 < b) (hx : IsMinimiser b a x) :
    HasDerivAt (groundEnergy b) (x ^ 2 / 2) a := by
  -- the squared positive part has a quadratic Taylor remainder
  have hsq : HasDerivAt (fun t : ℝ => (max (-t) 0) ^ 2) (-(2 * max (-a) 0)) a := by
    rw [hasDerivAt_iff_isLittleO]
    refine Asymptotics.IsBigO.trans_isLittleO
      (Asymptotics.IsBigO.of_bound 1 (Eventually.of_forall fun t => ?_))
      (Asymptotics.isLittleO_pow_sub_sub a one_lt_two)
    simp only [smul_eq_mul, one_mul, Real.norm_eq_abs, abs_pow, sq_abs]
    rw [abs_le]
    rcases le_total (-t) 0 with h1 | h1 <;> rcases le_total (-a) 0 with h2 | h2 <;>
      simp only [h1, h2, max_eq_left, max_eq_right] <;> constructor <;>
      nlinarith [mul_nonneg (sub_nonneg.2 h1) (sub_nonneg.2 h2), sq_nonneg t,
        sq_nonneg a, sq_nonneg (t - a)]
  have hf : groundEnergy b = fun t => -(max (-t) 0) ^ 2 / (4 * b) :=
    funext fun t => (groundEnergy_eq hb t).2
  rw [hf]
  refine (hsq.fun_neg.div_const (4 * b)).congr_deriv ?_
  rw [← (isMinimiser_iff hb).1 hx, div_eq_div_iff (by positivity) (by norm_num)]
  ring
```

## The jump at the transition

`ContDiff ℝ 1` expresses continuous differentiability. Away from zero, m′ agrees with a linear or constant function on a neighbourhood, which gives the two second derivatives; the last part is the argument with |a|.

```lean
/-- For `b > 0`, the ground energy is continuously differentiable in `a`; its second
derivative is `0` for `a > 0` and `-1/(2b)` for `a < 0`, and does not exist at `a = 0`. -/
theorem second_derivative_jump {b : ℝ} (hb : 0 < b) :
    ContDiff ℝ 1 (groundEnergy b) ∧
      (∀ a, 0 < a → HasDerivAt (deriv (groundEnergy b)) 0 a) ∧
      (∀ a, a < 0 → HasDerivAt (deriv (groundEnergy b)) (-1 / (2 * b)) a) ∧
      ¬ DifferentiableAt ℝ (deriv (groundEnergy b)) 0 := by
  have hd : ∀ a, HasDerivAt (groundEnergy b) (max (-a) 0 / (2 * b)) a := by
    intro a
    obtain ⟨x, hx⟩ := exists_amplitude hb a
    refine (hellmann_feynman hb ((isMinimiser_iff hb).2 hx)).congr_deriv ?_
    rw [← hx, div_eq_div_iff (by norm_num) (by positivity)]
    ring
  have hderiv : deriv (groundEnergy b) = fun a => max (-a) 0 / (2 * b) :=
    funext fun a => (hd a).deriv
  refine ⟨contDiff_one_iff_deriv.2 ⟨fun a => (hd a).differentiableAt, ?_⟩, ?_, ?_, ?_⟩
  · rw [hderiv]
    exact (continuous_neg.max continuous_const).div_const _
  · intro a ha
    rw [hderiv]
    refine (hasDerivAt_const a (0 : ℝ)).congr_of_eventuallyEq ?_
    filter_upwards [Ioi_mem_nhds ha] with t ht
    have ht' : 0 < t := ht
    rw [max_eq_right (by linarith), zero_div]
  · intro a ha
    rw [hderiv]
    refine ((hasDerivAt_id' a).fun_neg.div_const (2 * b)).congr_of_eventuallyEq ?_
    filter_upwards [Iio_mem_nhds ha] with t ht
    have ht' : t < 0 := ht
    rw [max_eq_left (by linarith)]
  · -- otherwise the absolute value would be differentiable at the origin
    intro h
    rw [hderiv] at h
    have habs : (abs : ℝ → ℝ) = fun t => 4 * b * (max (-t) 0 / (2 * b)) + t := by
      funext t
      have e : 4 * b * (max (-t) 0 / (2 * b)) = 2 * max (-t) 0 := by
        rw [← mul_div_assoc, div_eq_iff (by positivity)]
        ring
      rw [e]
      rcases le_total t 0 with ht | ht
      · rw [abs_of_nonpos ht, max_eq_left (by linarith)]
        ring
      · rw [abs_of_nonneg ht, max_eq_right (by linarith)]
        ring
    apply not_differentiableAt_abs_zero
    rw [habs]
    exact (h.const_mul (4 * b)).fun_add differentiableAt_id

end

end SymmetryBreaking
```

```lean
#print axioms SymmetryBreaking.symmetric_isMinimiser_iff
#print axioms SymmetryBreaking.curvature_at_minimiser
#print axioms SymmetryBreaking.second_derivative_jump
```

```
'SymmetryBreaking.symmetric_isMinimiser_iff' depends on axioms: [propext, Classical.choice, Quot.sound]
'SymmetryBreaking.curvature_at_minimiser' depends on axioms: [propext, Classical.choice, Quot.sound]
'SymmetryBreaking.second_derivative_jump' depends on axioms: [propext, Classical.choice, Quot.sound]
```

The step left to the physics is the reduction of a molecule's energy near the onset of instability to this single quartic coordinate, with b positive and independent of a.
